# In the massless-positron spectrum, an energy threshold raises the muon decay asymmetry above 1/3

Fully polarised positive muons at rest emit positrons at a rate proportional to \(1+A\cos\theta\), where \(\theta\) is the angle between the emission direction and the muon spin, and \(A\) is the asymmetry. It is computed here from an ideal muon decay spectrum, in which the positron mass is neglected and a sharp threshold discards every positron of lower energy and keeps every one of higher energy. With this definition it equals 1/3 without a threshold and increases strictly as the threshold rises towards the maximal positron energy.

```lean
import Mathlib

open Filter Topology

namespace MuonDecayAsymmetry

noncomputable section

/-- Decay rate, up to a constant, of muons of polarisation `P` into positrons of reduced
energy `x` at emission cosine `c`, with the positron mass neglected. -/
def decayRate (P c x : ℝ) : ℝ := x ^ 2 * ((3 - 2 * x) + P * c * (2 * x - 1))

/-- Isotropic part of the decay rate, integrated over energies from the threshold `x0` to 1. -/
def isotropicRate (x0 : ℝ) : ℝ := ∫ x in x0..1, x ^ 2 * (3 - 2 * x)

/-- Coefficient of `P * c` in the decay rate, integrated over energies from `x0` to 1. -/
def polarRate (x0 : ℝ) : ℝ := ∫ x in x0..1, x ^ 2 * (2 * x - 1)

/-- Decay asymmetry of the positrons above the threshold `x0`, for `0 ≤ x0 < 1`. -/
def asymmetry (x0 : ℝ) : ℝ := polarRate x0 / isotropicRate x0

/-- Figure of merit of a threshold `0 ≤ x0 < 1`: the isotropic rate times the squared
asymmetry. -/
def figureOfMerit (x0 : ℝ) : ℝ := isotropicRate x0 * asymmetry x0 ^ 2

/-- Energy integral of `x ^ 2` times a linear function of the energy, above a threshold. -/
theorem energy_integral (p q x0 : ℝ) :
    ∫ x in x0..1, x ^ 2 * (p + q * x) = p / 3 * (1 - x0 ^ 3) + q / 4 * (1 - x0 ^ 4) := by
  have h : ∀ x ∈ Set.uIcc x0 1,
      HasDerivAt (fun y : ℝ => p / 3 * y ^ 3 + q / 4 * y ^ 4) (x ^ 2 * (p + q * x)) x := by
    intro x _
    refine (((hasDerivAt_pow 3 x).const_mul (p / 3)).fun_add
      ((hasDerivAt_pow 4 x).const_mul (q / 4))).congr_deriv ?_
    simp only [Nat.cast_ofNat, Nat.reduceSub]
    ring
  rw [intervalIntegral.integral_eq_sub_of_hasDerivAt h
    (Continuous.intervalIntegrable (by fun_prop) _ _)]
  ring

/-- The isotropic and polar rates above a threshold, in closed form. -/
theorem rates_closed_form (x0 : ℝ) :
    isotropicRate x0 = (1 - x0) * (1 + x0 + x0 ^ 2 - x0 ^ 3) / 2 ∧
    polarRate x0 = (1 - x0) * (1 + x0 + x0 ^ 2 + 3 * x0 ^ 3) / 6 := by
  constructor
  · have e : (fun x : ℝ => x ^ 2 * (3 - 2 * x)) = fun x => x ^ 2 * (3 + (-2) * x) := by
      funext x; ring
    rw [isotropicRate, e, energy_integral]
    ring
  · have e : (fun x : ℝ => x ^ 2 * (2 * x - 1)) = fun x => x ^ 2 * ((-1) + 2 * x) := by
      funext x; ring
    rw [polarRate, e, energy_integral]
    ring

/-- For a threshold below the endpoint the isotropic rate is positive, and so is its
cofactor of `(1 - x0) / 2`. -/
theorem isotropicRate_pos {x0 : ℝ} (h0 : 0 ≤ x0) (h1 : x0 < 1) :
    0 < 1 + x0 + x0 ^ 2 - x0 ^ 3 ∧ 0 < isotropicRate x0 := by
  have hd : 0 < 1 + x0 + x0 ^ 2 - x0 ^ 3 := by
    nlinarith [mul_nonneg (sq_nonneg x0) (sub_nonneg.2 h1.le)]
  refine ⟨hd, ?_⟩
  rw [(rates_closed_form x0).1]
  exact div_pos (mul_pos (sub_pos.2 h1) hd) two_pos

/-- The rate integrated above the threshold depends on the emission cosine `c` as
`1 + P * A * c`, where `A` is the asymmetry. -/
theorem angular_distribution {x0 : ℝ} (h0 : 0 ≤ x0) (h1 : x0 < 1) (P c : ℝ) :
    ∫ x in x0..1, decayRate P c x = isotropicRate x0 * (1 + P * asymmetry x0 * c) := by
  have ht := (isotropicRate_pos h0 h1).2.ne'
  have hm : isotropicRate x0 * asymmetry x0 = polarRate x0 := by
    rw [asymmetry]; field_simp
  have e : ∀ x, decayRate P c x = x ^ 2 * ((3 - P * c) + (2 * P * c - 2) * x) := by
    intro x; rw [decayRate]; ring
  -- the integrated rate splits into its isotropic and polar parts
  have split : ∫ x in x0..1, decayRate P c x = isotropicRate x0 + P * c * polarRate x0 := by
    simp only [e, energy_integral]
    rw [(rates_closed_form x0).1, (rates_closed_form x0).2]
    ring
  linear_combination split - P * c * hm

/-- The asymmetry above a threshold, as 1/3 plus an explicit correction. -/
theorem asymmetry_closed_form {x0 : ℝ} (h0 : 0 ≤ x0) (h1 : x0 < 1) :
    asymmetry x0 = 1 / 3 + 4 * x0 ^ 3 / (3 * (1 + x0 + x0 ^ 2 - x0 ^ 3)) := by
  have hd := (isotropicRate_pos h0 h1).1.ne'
  have hx : 1 - x0 ≠ 0 := (sub_pos.2 h1).ne'
  rw [asymmetry, (rates_closed_form x0).1, (rates_closed_form x0).2]
  field_simp
  ring

/-- Without a threshold the muon decay asymmetry is 1/3, and it increases strictly with the
positron energy threshold on `[0, 1)`. -/
theorem asymmetry_strictMono :
    asymmetry 0 = 1 / 3 ∧ StrictMonoOn asymmetry (Set.Ico 0 1) := by
  constructor
  · rw [asymmetry_closed_form le_rfl one_pos]
    norm_num
  · intro x hx y hy hxy
    have dx := (isotropicRate_pos hx.1 hx.2).1
    have dy := (isotropicRate_pos hy.1 hy.2).1
    rw [asymmetry_closed_form hx.1 hx.2, asymmetry_closed_form hy.1 hy.2]
    have key : 4 * x ^ 3 / (3 * (1 + x + x ^ 2 - x ^ 3)) <
        4 * y ^ 3 / (3 * (1 + y + y ^ 2 - y ^ 3)) := by
      rw [div_lt_div_iff₀ (by linarith) (by linarith)]
      -- the difference is a sum of three terms, each with a factor y - x
      have a1 : x ^ 3 < y ^ 3 := pow_lt_pow_left₀ hxy hx.1 (by norm_num)
      have a2 : 0 ≤ x * y * (y - x) * (y + x) :=
        mul_nonneg (mul_nonneg (mul_nonneg hx.1 hy.1) (sub_nonneg.2 hxy.le))
          (add_nonneg hy.1 hx.1)
      have a3 : 0 ≤ (x * y) ^ 2 * (y - x) := mul_nonneg (sq_nonneg _) (sub_nonneg.2 hxy.le)
      nlinarith [a1, a2, a3]
    linarith

/-- For every threshold strictly between 0 and 1 the asymmetry lies strictly between
1/3 and 1. -/
theorem asymmetry_bounds {x0 : ℝ} (h0 : 0 < x0) (h1 : x0 < 1) :
    1 / 3 < asymmetry x0 ∧ asymmetry x0 < 1 := by
  constructor
  · rw [← asymmetry_strictMono.1]
    exact asymmetry_strictMono.2 ⟨le_rfl, one_pos⟩ ⟨h0.le, h1⟩ h0
  · have hd := (isotropicRate_pos h0.le h1).1
    rw [asymmetry_closed_form h0.le h1]
    have key : 4 * x0 ^ 3 / (3 * (1 + x0 + x0 ^ 2 - x0 ^ 3)) < 2 / 3 := by
      rw [div_lt_iff₀ (by linarith)]
      nlinarith [mul_nonneg (sq_nonneg x0) (sub_nonneg.2 h1.le),
        mul_nonneg h0.le (sub_nonneg.2 h1.le)]
    linarith

/-- As the threshold approaches the maximal positron energy from below, the asymmetry
tends to 1. -/
theorem asymmetry_tendsto_one : Tendsto asymmetry (𝓝[<] 1) (𝓝 1) := by
  have hc : ContinuousAt
      (fun x : ℝ => 1 / 3 + 4 * x ^ 3 / (3 * (1 + x + x ^ 2 - x ^ 3))) 1 :=
    ContinuousAt.add continuousAt_const
      (ContinuousAt.div (by fun_prop) (by fun_prop) (by norm_num))
  have ht : Tendsto (fun x : ℝ => 1 / 3 + 4 * x ^ 3 / (3 * (1 + x + x ^ 2 - x ^ 3)))
      (𝓝[<] 1) (𝓝 1) := by
    convert hc.tendsto.mono_left (nhdsWithin_le_nhds (s := Set.Iio 1)) using 2
    norm_num
  refine ht.congr' ?_
  filter_upwards [Ioo_mem_nhdsLT (zero_lt_one' ℝ)] with x hx
  exact (asymmetry_closed_form hx.1.le hx.2).symm

/-- Every threshold strictly between 0 and 6/7 of the maximal energy gives a larger figure of
merit than no threshold. -/
theorem figureOfMerit_gain {x0 : ℝ} (h0 : 0 < x0) (h1 : x0 < 6 / 7) :
    figureOfMerit 0 < figureOfMerit x0 := by
  have ht := (isotropicRate_pos h0.le (by linarith)).2
  have hm : isotropicRate x0 * asymmetry x0 = polarRate x0 := by
    have := ht.ne'
    rw [asymmetry]; field_simp
  have hz : figureOfMerit 0 = 1 / 18 := by
    rw [figureOfMerit, asymmetry_strictMono.1, (rates_closed_form 0).1]
    norm_num
  have hsq : isotropicRate x0 * figureOfMerit x0 = polarRate x0 ^ 2 := by
    rw [← hm, figureOfMerit]; ring
  -- the gain is governed by a positive linear term plus a non-negative multiple of a square
  have key : 0 < x0 ^ 3 * ((6 - 7 * x0) + x0 ^ 3 * (2 - 3 * x0) ^ 2) :=
    mul_pos (pow_pos h0 3) (add_pos_of_pos_of_nonneg (by linarith)
      (mul_nonneg (pow_pos h0 3).le (sq_nonneg _)))
  have h : isotropicRate x0 * figureOfMerit 0 < isotropicRate x0 * figureOfMerit x0 := by
    rw [hsq, hz, (rates_closed_form x0).1, (rates_closed_form x0).2]
    nlinarith [key]
  exact lt_of_mul_lt_mul_left h ht.le

end

end MuonDecayAsymmetry
```

```lean
#print axioms MuonDecayAsymmetry.asymmetry_strictMono
#print axioms MuonDecayAsymmetry.asymmetry_bounds
#print axioms MuonDecayAsymmetry.asymmetry_tendsto_one
#print axioms MuonDecayAsymmetry.figureOfMerit_gain
```

```
'MuonDecayAsymmetry.asymmetry_strictMono' depends on axioms: [propext, Classical.choice, Quot.sound]
'MuonDecayAsymmetry.asymmetry_bounds' depends on axioms: [propext, Classical.choice, Quot.sound]
'MuonDecayAsymmetry.asymmetry_tendsto_one' depends on axioms: [propext, Classical.choice, Quot.sound]
'MuonDecayAsymmetry.figureOfMerit_gain' depends on axioms: [propext, Classical.choice, Quot.sound]
```

## The asymmetry as a function of the threshold

The real number `x` is the positron energy divided by its maximum, and `x0`, written \(x_0\) below, is the threshold in the same unit. Two definitions integrate the two parts of the spectrum from the threshold to the endpoint:

\[
I(x_0)=\int_{x_0}^1 x^2(3-2x)\,dx,\qquad
B(x_0)=\int_{x_0}^1 x^2(2x-1)\,dx .
\]

These are `isotropicRate` and `polarRate`. Their quotient \(A(x_0)=B(x_0)/I(x_0)\) is `asymmetry`.

The main theorem, `asymmetry_strictMono`, says that \(A(0)=1/3\) and that \(A(x)<A(y)\) whenever \(0\le x<y<1\). The interval `Set.Ico 0 1` contains 0 but not 1. Comparing any positive threshold with zero gives \(A(x_0)>1/3\), which `asymmetry_bounds` records together with \(A(x_0)<1\). By `asymmetry_tendsto_one`, the asymmetry approaches 1 as the threshold approaches the endpoint from below.

A threshold also removes counts. The function `figureOfMerit` weighs the two effects as \(F(x_0)=I(x_0)A(x_0)^2\), and `figureOfMerit_gain` states that \(F(x_0)>F(0)\) for every \(0<x_0<6/7\).

## Parity violation in the positron spectrum

The definition `decayRate` is

\[
x^2\bigl[(3-2x)+Pc(2x-1)\bigr],
\]

up to a constant factor. Here \(P\) is the muon polarisation and \(c\) is the cosine of the angle between the positron's direction and the polarisation of a positive muon. This spectrum is postulated. It stands for the parity-violating weak decay of the muon at lowest order, and the term in \(Pc\) is what makes the emission direction reveal the spin.

The factor \(2x-1\) is negative below half the maximal energy, so positrons of low energy prefer the direction opposite to the spin and those of high energy prefer the direction along it. At fixed energy the asymmetry is \((2x-1)/(3-2x)\), which increases with \(x\), and \(A(x_0)\) is its average over the surviving positrons with weight \(x^2(3-2x)\). Removing the positrons of lowest energy therefore removes the smallest values from the average.

The theorem `angular_distribution` justifies the name of the quotient. For \(0\le x_0<1\), the rate integrated over the accepted energies is

\[
I(x_0)\bigl[1+P\,A(x_0)\,c\bigr].
\]

The identity holds for all real \(P\) and \(c\), although only \(0\le P\le1\) and \(-1\le c\le1\) are physical. In muon spin rotation and relaxation, \(A\) scales the signal that carries the time-dependent polarisation, so the result describes how an energy cut changes that scale for an ideal spectrum and a sharp threshold. Radiative corrections, finite energy resolution, scattering in the sample and detector solid angle are left out.

## From the energy integrals to the closed form

Both integrands have the form \(x^2(p+qx)\), with constants \(p\) and \(q\). An antiderivative is \(px^3/3+qx^4/4\), so

\[
\int_{x_0}^1x^2(p+qx)\,dx=\frac p3(1-x_0^3)+\frac q4(1-x_0^4).
\]

This is `energy_integral`. Its proof checks the derivative and then applies the fundamental theorem of calculus. Taking \((p,q)=(3,-2)\) and \((-1,2)\) gives

\[
I=\frac{1-2x_0^3+x_0^4}{2}=\frac{(1-x_0)D}{2},\qquad
B=\frac{1+2x_0^3-3x_0^4}{6}=\frac{(1-x_0)(D+4x_0^3)}{6},
\]

where \(D=1+x_0+x_0^2-x_0^3\). These are the formulas of `rates_closed_form`, with \(D+4x_0^3\) written out as \(1+x_0+x_0^2+3x_0^3\).

For \(0\le x_0<1\) we have \(D=1+x_0+x_0^2(1-x_0)>0\), and hence \(I>0\). This is `isotropicRate_pos`, and it permits the division by \(I\). It also gives \(IA=B\), which turns the integrated rate \(I+PcB\) into the angular distribution above. Cancelling \(1-x_0\) in the quotient yields `asymmetry_closed_form`:

\[
A(x_0)=\frac{D+4x_0^3}{3D}=\frac13+\frac{4x_0^3}{3D}.
\]

In Lean, `field_simp` clears the denominators and `ring` verifies the remaining polynomial identity.

## Strict growth and the limit 1

At \(x_0=0\) the correction vanishes, so \(A(0)=1/3\). For \(0\le x<y<1\), write \(D(x)\) and \(D(y)\) for the values of \(D\) at the two thresholds. Both are positive, so \(A(x)<A(y)\) is equivalent to \(x^3D(y)<y^3D(x)\). The difference of the two sides is

\[
y^3D(x)-x^3D(y)=(y^3-x^3)+xy(y-x)(y+x)+x^2y^2(y-x).
\]

The first term is positive and the other two are non-negative. The proof cross-multiplies with `div_lt_div_iff₀`, establishes the signs of the three terms as `a1`, `a2` and `a3`, and lets `nlinarith` combine them.

The upper bound \(A<1\) amounts to \(4x_0^3/(3D)<2/3\), that is, to \(2x_0^3<D\). This holds because

\[
D-2x_0^3=1+x_0+x_0^2-3x_0^3=(1-x_0)(1+2x_0+3x_0^2)>0 .
\]

For the limit, the closed form is continuous at 1, where \(D=2\) and the value is \(1/3+4/6=1\). It agrees with `asymmetry` on the open interval from 0 to 1, and this is enough for a limit from below.

## When the gain outweighs the lost counts

For a fixed number of muons and a small oscillation amplitude, the inverse variance of the polarisation fitted to the oscillation, with the asymmetry known, scales as the number of counts times the squared asymmetry. This is the reason for the form of \(F\), which the file takes as a definition.

Since \(I(0)=1/2\), we have \(F(0)=1/18\). Multiplying \(F(x_0)\) by \(I\) gives \(IF=B^2\), so the claim \(F(x_0)>F(0)\) becomes \(B^2>I/18\). Inserting the closed forms gives

\[
36\left(B^2-\frac{I}{18}\right)
=x_0^3\left[(6-7x_0)+x_0^3(2-3x_0)^2\right].
\]

For \(0<x_0<6/7\) the linear term is positive and the other term in the bracket is non-negative. This is `key` in the Lean proof. The last line of that proof cancels the positive factor \(I\).

The bound 6/7 is sufficient but not sharp: at \(x_0=6/7\) the bracket is still positive, and by continuity it remains so a little beyond. At \(x_0=0.9\), for example, \(F\approx0.067\) still exceeds \(F(0)\approx0.056\). If the hypothesis is weakened to \(x_0<1\), however, the statement fails: at \(x_0=0.95\) the asymmetry is about 0.91, but so few positrons remain that \(F\approx0.041\).

The main theorem likewise needs \(x_0<1\). At \(x_0=1\) no positrons remain and the quotient is \(0/0\), to which Lean assigns the value 0, so strict growth would fail on the closed interval.

## The threshold in a Monte Carlo calculation

A simulation can draw pairs \((x,c)\) from `decayRate` by rejection sampling, with \(c\) ranging over the full interval from \(-1\) to 1, and keep those with \(x>x_0\). The accepted cosines then have the density \((1+PAc)/2\), whose mean is \(PA/3\). For \(P\ne0\), three times the sample mean divided by \(P\) therefore estimates \(A(x_0)\).

At \(x_0=1/2\) the closed form gives \(A=17/39\approx0.436\), so fully polarised muons should produce a mean cosine near 0.145. In floating-point code the cancelled form of \(A\) is preferable close to the endpoint, where \(I\) and \(B\) both become small and their expanded polynomials lose digits by subtraction.
